# Inversion-paired, unstressed central springs give a harmonic crystal a totally symmetric relaxed stiffness

In a chain where each atom of one sublattice is tied to neighbours of the other at +1 and −1 by springs with k = 1, a strain e and a relative sublattice displacement v cost the energy

((e + v)² + (e − v)²)/2 = e² + v²,

which is least at v = 0. The Lean code below extends this cancellation to crystals in any dimension with finitely many unstressed central springs per cell, provided the bonds are paired under r → −r, and derives the symmetry of the relaxed elastic tensor from it.

```lean
import Mathlib

open Matrix

namespace InversionRelaxation

noncomputable section

/-- A harmonic crystal: each bond joins sublattice `a` to sublattice `b` along the vector `r` and
carries a constant `k > 0`. -/
structure BondNetwork (B S : Type*) (d : ℕ) where
  a : B → S
  b : B → S
  r : B → Fin d → ℝ
  k : B → ℝ
  k_pos : ∀ i, 0 < k i

/-- Tensors with four Cartesian indices. -/
abbrev Tensor4 (d : ℕ) := Fin d → Fin d → Fin d → Fin d → ℝ

/-- The double contraction `e : C : f`, summed over pairs of indices. -/
def contract {d : ℕ} (C : Tensor4 d) (e f : Matrix (Fin d) (Fin d) ℝ) : ℝ :=
  ∑ p : Fin d × Fin d, ∑ q : Fin d × Fin d, C p.1 p.2 q.1 q.2 * e p.1 p.2 * f q.1 q.2

/-- The minor and major index symmetries of an elastic stiffness. -/
def IsElastic {d : ℕ} (C : Tensor4 d) : Prop :=
  (∀ i j l m, C i j l m = C j i l m) ∧ (∀ i j l m, C i j l m = C l m i j)

/-- Invariance under every permutation of the four indices. -/
def TotallySymmetric {d : ℕ} (C : Tensor4 d) : Prop :=
  ∀ (i : Fin 4 → Fin d) (τ : Equiv.Perm (Fin 4)),
    C (i (τ 0)) (i (τ 1)) (i (τ 2)) (i (τ 3)) = C (i 0) (i 1) (i 2) (i 3)

variable {B S : Type*} [Fintype B] {d : ℕ}

/-- The energy `∑ k (r·e r + r·(u_b - u_a))² / 2` at strain `e` and sublattice
displacements `u`. -/
def BondNetwork.energy (N : BondNetwork B S d) (e : Matrix (Fin d) (Fin d) ℝ)
    (u : S → Fin d → ℝ) : ℝ :=
  ∑ i, N.k i * (N.r i ⬝ᵥ e *ᵥ N.r i + N.r i ⬝ᵥ (u (N.b i) - u (N.a i))) ^ 2 / 2

/-- The bonds can be permuted so that each `(a, b, r)` goes to `(a, b, -r)` with equal `k`. -/
def BondNetwork.Centric (N : BondNetwork B S d) : Prop :=
  ∃ σ : Equiv.Perm B, ∀ i, N.a (σ i) = N.a i ∧ N.b (σ i) = N.b i ∧
    N.r (σ i) = -N.r i ∧ N.k (σ i) = N.k i

/-- The bond tensor `∑ k r r r r`. -/
def BondNetwork.stiffness (N : BondNetwork B S d) : Tensor4 d :=
  fun i j l m => ∑ n, N.k n * (N.r n i * N.r n j * N.r n l * N.r n m)

/-- With inversion-paired bonds the coupling between strain and sublattice displacement
vanishes. -/
theorem coupling_eq_zero (N : BondNetwork B S d) (hN : N.Centric)
    (e : Matrix (Fin d) (Fin d) ℝ) (u : S → Fin d → ℝ) :
    ∑ i, N.k i * (N.r i ⬝ᵥ e *ᵥ N.r i) * (N.r i ⬝ᵥ (u (N.b i) - u (N.a i))) = 0 := by
  obtain ⟨σ, hσ⟩ := hN
  -- the summand is odd under the permutation of bonds
  have h := Equiv.sum_comp σ
    (fun i => N.k i * (N.r i ⬝ᵥ e *ᵥ N.r i) * (N.r i ⬝ᵥ (u (N.b i) - u (N.a i))))
  have h2 : ∀ i, N.k (σ i) * (N.r (σ i) ⬝ᵥ e *ᵥ N.r (σ i)) *
      (N.r (σ i) ⬝ᵥ (u (N.b (σ i)) - u (N.a (σ i)))) =
      -(N.k i * (N.r i ⬝ᵥ e *ᵥ N.r i) * (N.r i ⬝ᵥ (u (N.b i) - u (N.a i)))) := by
    intro i
    obtain ⟨ha, hb, hr, hk⟩ := hσ i
    rw [ha, hb, hr, hk, Matrix.mulVec_neg, neg_dotProduct, dotProduct_neg, neg_dotProduct]
    ring
  simp only [h2, Finset.sum_neg_distrib] at h
  linarith

/-- With inversion-paired bonds the energy is the sum of a pure strain part and a pure
displacement part. -/
theorem energy_split (N : BondNetwork B S d) (hN : N.Centric)
    (e : Matrix (Fin d) (Fin d) ℝ) (u : S → Fin d → ℝ) :
    N.energy e u = N.energy e 0 + N.energy 0 u := by
  rw [← add_zero (N.energy e 0 + N.energy 0 u), ← coupling_eq_zero N hN e u]
  simp only [BondNetwork.energy, ← Finset.sum_add_distrib]
  refine Finset.sum_congr rfl fun i _ => ?_
  simp only [Pi.zero_apply, sub_self, dotProduct_zero, Matrix.zero_mulVec]
  ring

/-- At every strain the energy is least at zero sublattice displacement, and it is equally
low exactly for those displacements that stretch no bond to first order. -/
theorem energy_min_at_zero (N : BondNetwork B S d) (hN : N.Centric)
    (e : Matrix (Fin d) (Fin d) ℝ) (u : S → Fin d → ℝ) :
    N.energy e 0 ≤ N.energy e u ∧
      (N.energy e u = N.energy e 0 ↔ ∀ i, N.r i ⬝ᵥ (u (N.b i) - u (N.a i)) = 0) := by
  have hE : N.energy 0 u = ∑ i, N.k i * (N.r i ⬝ᵥ (u (N.b i) - u (N.a i))) ^ 2 / 2 := by
    simp only [BondNetwork.energy, Matrix.zero_mulVec, dotProduct_zero, zero_add]
  have hpos : ∀ i ∈ (Finset.univ : Finset B),
      0 ≤ N.k i * (N.r i ⬝ᵥ (u (N.b i) - u (N.a i))) ^ 2 / 2 := fun i _ => by
    have := N.k_pos i
    positivity
  rw [energy_split N hN e u, hE]
  refine ⟨by linarith [Finset.sum_nonneg hpos], ?_⟩
  rw [add_eq_left, Finset.sum_eq_zero_iff_of_nonneg hpos]
  refine forall_congr' fun i => ?_
  have := (N.k_pos i).ne'
  simp [this]

/-- Without sublattice displacement the energy is half the double contraction of the bond
tensor with the strain. -/
theorem energy_zero_eq (N : BondNetwork B S d) (e : Matrix (Fin d) (Fin d) ℝ) :
    N.energy e 0 = contract N.stiffness e e / 2 := by
  have hs : ∀ n, N.r n ⬝ᵥ e *ᵥ N.r n =
      ∑ p : Fin d × Fin d, N.r n p.1 * N.r n p.2 * e p.1 p.2 := by
    intro n
    simp only [dotProduct, Matrix.mulVec, Fintype.sum_prod_type, Finset.mul_sum]
    exact Finset.sum_congr rfl fun i _ => Finset.sum_congr rfl fun j _ => by ring
  have hq : contract N.stiffness e e = ∑ n, N.k n * (N.r n ⬝ᵥ e *ᵥ N.r n) ^ 2 := by
    calc contract N.stiffness e e
        = ∑ p : Fin d × Fin d, ∑ q : Fin d × Fin d, ∑ n, N.k n *
            ((N.r n p.1 * N.r n p.2 * e p.1 p.2) * (N.r n q.1 * N.r n q.2 * e q.1 q.2)) := by
          simp only [contract, BondNetwork.stiffness, Finset.sum_mul]
          exact Finset.sum_congr rfl fun p _ => Finset.sum_congr rfl fun q _ =>
            Finset.sum_congr rfl fun n _ => by ring
      _ = ∑ n, ∑ p : Fin d × Fin d, ∑ q : Fin d × Fin d, N.k n *
            ((N.r n p.1 * N.r n p.2 * e p.1 p.2) * (N.r n q.1 * N.r n q.2 * e q.1 q.2)) :=
          (Finset.sum_congr rfl fun p _ => Finset.sum_comm).trans Finset.sum_comm
      _ = _ := by
          refine Finset.sum_congr rfl fun n _ => ?_
          rw [hs, sq, Finset.sum_mul_sum]
          simp only [Finset.mul_sum]
  rw [hq, Finset.sum_div]
  simp [BondNetwork.energy]

/-- Two elastic tensors that give the same energy for all symmetric strains are equal. -/
theorem elastic_ext {C D : Tensor4 d} (hC : IsElastic C) (hD : IsElastic D)
    (h : ∀ e : Matrix (Fin d) (Fin d) ℝ, e.IsSymm → contract C e e = contract D e e) :
    C = D := by
  have hl : ∀ (T : Tensor4 d) (e f g : Matrix (Fin d) (Fin d) ℝ),
      contract T (e + f) g = contract T e g + contract T f g := by
    intro T e f g
    simp only [contract, Matrix.add_apply, mul_add, add_mul, Finset.sum_add_distrib]
  have hr : ∀ (T : Tensor4 d) (e f g : Matrix (Fin d) (Fin d) ℝ),
      contract T g (e + f) = contract T g e + contract T g f := by
    intro T e f g
    simp only [contract, Matrix.add_apply, mul_add, Finset.sum_add_distrib]
  have hc : ∀ T : Tensor4 d, IsElastic T → ∀ e f, contract T e f = contract T f e := by
    intro T hT e f
    unfold contract
    rw [Finset.sum_comm]
    refine Finset.sum_congr rfl fun p _ => Finset.sum_congr rfl fun q _ => ?_
    rw [hT.2 q.1 q.2 p.1 p.2]
    ring
  -- unit strains pick out single components
  let U : Fin d → Fin d → Matrix (Fin d) (Fin d) ℝ :=
    fun i j => Matrix.of fun x y => if (x, y) = (i, j) then 1 else 0
  have hU : ∀ (T : Tensor4 d) i j l m, contract T (U i j) (U l m) = T i j l m := by
    intro T i j l m
    simp only [contract, U, Matrix.of_apply, Prod.mk.eta, mul_ite, mul_one, mul_zero,
      Finset.sum_ite_eq', Finset.mem_univ, if_true]
  have hS : ∀ i j, (U i j + U j i).IsSymm := by
    intro i j
    ext x y
    simp only [U, Matrix.transpose_apply, Matrix.add_apply, Matrix.of_apply, Prod.mk.injEq]
    rw [add_comm]
    exact congrArg₂ (· + ·) (if_congr and_comm rfl rfl) (if_congr and_comm rfl rfl)
  have h4 : ∀ T : Tensor4 d, IsElastic T → ∀ i j l m,
      contract T (U i j + U j i) (U l m + U m l) = 4 * T i j l m := by
    intro T hT i j l m
    simp only [hl, hr, hU]
    have h1 := hT.1 i j l m
    have h2 := hT.1 i j m l
    have h3 : T i j m l = T i j l m := by rw [hT.2 i j m l, hT.1 m l i j, hT.2 l m i j]
    linarith
  -- polarization
  have hp : ∀ T : Tensor4 d, IsElastic T → ∀ e f, contract T (e + f) (e + f) =
      contract T e e + 2 * contract T e f + contract T f f := by
    intro T hT e f
    rw [hl T e f (e + f), hr T e f e, hr T e f f, hc T hT f e]
    ring
  funext i j l m
  have e1 := h _ ((hS i j).add (hS l m))
  have e2 := h _ (hS i j)
  have e3 := h _ (hS l m)
  rw [hp C hC (U i j + U j i) (U l m + U m l), hp D hD (U i j + U j i) (U l m + U m l),
    h4 C hC i j l m, h4 D hD i j l m] at e1
  linarith

/-- The bond tensor is invariant under all permutations of its indices. -/
theorem stiffness_totallySymmetric (N : BondNetwork B S d) :
    TotallySymmetric N.stiffness := by
  intro i τ
  refine Finset.sum_congr rfl fun n _ => ?_
  have h := Equiv.prod_comp τ (fun s => N.r n (i s))
  simp only [Fin.prod_univ_four] at h
  rw [h]

/-- With inversion-paired bonds, an elastic tensor that gives the energy minimized over
sublattice displacements at every symmetric strain is the bond tensor, and it is totally
symmetric. -/
theorem relaxed_stiffness_totallySymmetric (N : BondNetwork B S d) (hN : N.Centric)
    {C : Tensor4 d} (hC : IsElastic C)
    (hrel : ∀ e : Matrix (Fin d) (Fin d) ℝ, e.IsSymm →
      IsLeast (Set.range (N.energy e)) (contract C e e / 2)) :
    C = N.stiffness ∧ TotallySymmetric C := by
  have hel : IsElastic N.stiffness :=
    ⟨fun i j l m => Finset.sum_congr rfl fun n _ => by ring,
      fun i j l m => Finset.sum_congr rfl fun n _ => by ring⟩
  have hCN : C = N.stiffness := by
    refine elastic_ext hC hel fun e he => ?_
    have h0 : IsLeast (Set.range (N.energy e)) (N.energy e 0) :=
      ⟨⟨0, rfl⟩, by rintro _ ⟨u, rfl⟩; exact (energy_min_at_zero N hN e u).1⟩
    have h1 := (hrel e he).unique h0
    rw [energy_zero_eq] at h1
    linarith
  exact ⟨hCN, hCN ▸ stiffness_totallySymmetric N⟩

/-- Nearest-neighbour rock salt in `d` dimensions: bonds from sublattice 0 to sublattice 1
along plus and minus each axis. -/
def rockSalt (d : ℕ) : BondNetwork (Fin d × Bool) (Fin 2) d where
  a _ := 0
  b _ := 1
  r n := if n.2 then Pi.single n.1 1 else -Pi.single n.1 1
  k _ := 1
  k_pos _ := one_pos

/-- The bonds of rock salt are paired by inversion. -/
theorem rockSalt_witness (d : ℕ) : (rockSalt d).Centric := by
  refine ⟨Equiv.prodCongr (Equiv.refl _) Equiv.boolNot, ?_⟩
  rintro ⟨i, s⟩
  cases s <;> simp [rockSalt]

/-- An affinely distorted honeycomb net: three bonds from sublattice 0 to sublattice 1 whose
vectors add up to zero. -/
def honeycomb : BondNetwork (Fin 3) (Fin 2) 2 where
  a _ := 0
  b _ := 1
  r := ![![1, 0], ![0, 1], ![-1, -1]]
  k _ := 1
  k_pos _ := one_pos

/-- The tensor `(4/3) M ⊗ M` with `M = !![1, 1/2; 1/2, 1]`. -/
def honeycombStiffness : Tensor4 2 := fun i j l m =>
  4 / 3 * (!![1, 1 / 2; 1 / 2, 1] : Matrix (Fin 2) (Fin 2) ℝ) i j *
    (!![1, 1 / 2; 1 / 2, 1] : Matrix (Fin 2) (Fin 2) ℝ) l m

/-- The distorted honeycomb net has a relaxed stiffness that is not totally symmetric. -/
theorem honeycomb_not_totallySymmetric :
    IsElastic honeycombStiffness ∧
    (∀ e : Matrix (Fin 2) (Fin 2) ℝ, e.IsSymm →
      IsLeast (Set.range (honeycomb.energy e)) (contract honeycombStiffness e e / 2)) ∧
    ¬ TotallySymmetric honeycombStiffness := by
  refine ⟨⟨?_, ?_⟩, ?_, ?_⟩
  · intro i j l m
    fin_cases i <;> fin_cases j <;> simp [honeycombStiffness]
  · intro i j l m
    unfold honeycombStiffness
    ring
  · intro e _
    have hE : ∀ u, honeycomb.energy e u = ((e 0 0 + (u 1 0 - u 0 0)) ^ 2 +
        (e 1 1 + (u 1 1 - u 0 1)) ^ 2 + (e 0 0 + e 0 1 + e 1 0 + e 1 1 -
          (u 1 0 - u 0 0) - (u 1 1 - u 0 1)) ^ 2) / 2 := by
      intro u
      simp [BondNetwork.energy, honeycomb, Fin.sum_univ_succ, dotProduct, Matrix.mulVec]
      ring
    have hQ : contract honeycombStiffness e e =
        (2 * e 0 0 + e 0 1 + e 1 0 + 2 * e 1 1) ^ 2 / 3 := by
      simp [contract, honeycombStiffness, Fintype.sum_prod_type, Fin.sum_univ_two]
      ring
    rw [hQ]
    constructor
    · -- the relaxed bonds share the elongation equally
      refine ⟨![0, ![(2 * e 0 0 + e 0 1 + e 1 0 + 2 * e 1 1) / 3 - e 0 0,
        (2 * e 0 0 + e 0 1 + e 1 0 + 2 * e 1 1) / 3 - e 1 1]], ?_⟩
      rw [hE]
      simp only [Matrix.cons_val_zero, Matrix.cons_val_one, Pi.zero_apply]
      ring
    · rintro _ ⟨u, rfl⟩
      rw [hE]
      generalize u 1 0 - u 0 0 = v
      generalize u 1 1 - u 0 1 = w
      nlinarith [sq_nonneg ((e 0 0 + v) - (e 1 1 + w)),
        sq_nonneg ((e 0 0 + v) - (e 0 0 + e 0 1 + e 1 0 + e 1 1 - v - w)),
        sq_nonneg ((e 1 1 + w) - (e 0 0 + e 0 1 + e 1 0 + e 1 1 - v - w))]
  · intro h
    have h1 := h ![0, 0, 1, 1] (Equiv.swap 1 2)
    have t0 : Equiv.swap (1 : Fin 4) 2 0 = 0 := by decide
    have t1 : Equiv.swap (1 : Fin 4) 2 1 = 2 := by decide
    have t2 : Equiv.swap (1 : Fin 4) 2 2 = 1 := by decide
    have t3 : Equiv.swap (1 : Fin 4) 2 3 = 3 := by decide
    rw [t0, t1, t2, t3] at h1
    have h2 : honeycombStiffness 0 1 0 1 = honeycombStiffness 0 0 1 1 := h1
    norm_num [honeycombStiffness] at h2

end

end InversionRelaxation
```

```lean
#print axioms InversionRelaxation.relaxed_stiffness_totallySymmetric
#print axioms InversionRelaxation.honeycomb_not_totallySymmetric
```

```
'InversionRelaxation.relaxed_stiffness_totallySymmetric' depends on axioms: [propext, Classical.choice, Quot.sound]
'InversionRelaxation.honeycomb_not_totallySymmetric' depends on axioms: [propext, Classical.choice, Quot.sound]
```

## The crystal as a list of bonds

A `BondNetwork` lists the bonds of one unit cell. Bond n joins sublattice a to sublattice b along the vector r and carries a constant k > 0. For a strain e and sublattice displacements u, write

s_n = r_n · e r_n,  t_n = r_n · (u_b − u_a).

The function `energy` is then

E(e, u) = ½ Σ_n k_n (s_n + t_n)².

Since r is not normalised, s_n + t_n is the bond length times the first-order elongation. An ordinary spring constant K therefore corresponds to k = K/|r|². The springs are central and unstressed at zero strain: there are no bond-angle forces and no initial tension. Energies are per cell, so elastic moduli require division by the cell volume.

The hypothesis `Centric` says that a permutation σ of the bonds takes each (a, b, r) to (a, b, −r) with equal k. If the network is connected, this makes every atom an inversion centre of it. The condition also depends on how the bonds are listed: bonds between the same two sublattices should all be entered in the same direction, and a bond between atoms of one sublattice should be entered twice, as r and as −r, with half of its k each. An inversion centre elsewhere is not enough: inversion through the midpoint of a honeycomb bond exchanges the two sublattices and supplies no such pairing.

## Why the sublattices stay put

Expanding the square gives

E(e, u) = ½ Σ_n k_n s_n² + Σ_n k_n s_n t_n + ½ Σ_n k_n t_n².

Under σ, s_n is unchanged because it is quadratic in r, while t_n changes sign. Relabelling the middle sum X by σ gives X = −X, so X = 0. This is `coupling_eq_zero`, where `Equiv.sum_comp` does the relabelling and `linarith` draws the conclusion. `energy_split` records what remains:

E(e, u) = E(e, 0) + E(0, u).

The last term is a sum of nonnegative squares. Hence `energy_min_at_zero`: for every e, the energy is least at u = 0, and u is another minimizer exactly when every t_n vanishes. A common translation of all sublattices is always of this kind.

## From the energy to the tensor

At u = 0, writing out s_n in components gives

E(e, 0) = ½ Σ_ijlm C_ijlm e_ij e_lm,  C_ijlm = Σ_n k_n r_n,i r_n,j r_n,l r_n,m.

This is `energy_zero_eq`, with C the tensor `stiffness`; the Lean proof exchanges the finite sums and factors the square. The product of four components of r does not depend on their order, so C is invariant under all permutations of its indices (`stiffness_totallySymmetric`). These are the Cauchy relations; in a cubic crystal they reduce to C₁₂ = C₄₄ in Voigt notation.

It remains to see that the energy fixes the tensor. `IsElastic` demands C_ijlm = C_jilm and C_ijlm = C_lmij. With e:C:f for the double contraction `contract`, the second symmetry gives

(e + f):C:(e + f) = e:C:e + 2 e:C:f + f:C:f.

Let U_ij be the matrix with a single 1 at position (i, j), and choose the symmetric strains e = U_ij + U_ji and f = U_lm + U_ml. Then

e:C:f = C_ijlm + C_ijml + C_jilm + C_jiml = 4 C_ijlm,

also when i = j or l = m. Energies at symmetric strains thus determine every component, which is `elastic_ext`.

The main theorem, `relaxed_stiffness_totallySymmetric`, takes a tensor C with the elastic symmetries whose energy ½ e:C:e is the minimum over u at every symmetric strain. `IsLeast` expresses this minimum as a value that is attained and lies below all others. Such a value is unique, so it equals E(e, 0), and `elastic_ext` identifies C with the bond tensor.

In simulations with this harmonic, central-force model of finitely many bonds per cell, the clamped-ion and relaxed-ion stiffnesses therefore coincide whenever the bonds are paired. `rockSalt_witness` confirms the pairing for nearest-neighbour rock salt in d dimensions; at d = 1 this is the opening chain. For d ≥ 2 the only nonzero components of its bond tensor are C_iiii = 2, so the off-diagonal strains e_ij with i ≠ j, which change the angles between the axes, cost this simplified net no energy; a stable model of a real crystal needs further forces. Long-range Coulomb forces are not part of the bond model used here.

## A honeycomb net whose sublattices do shift

The net `honeycomb` has bond vectors (1, 0), (0, 1) and (−1, −1), all with k = 1, and none of them has its negative in the list. With v = u₁ − u₀ and a symmetric strain, the three quantities s_n + t_n are

x₀ = e₀₀ + v₀
x₁ = e₁₁ + v₁
x₂ = e₀₀ + 2e₀₁ + e₁₁ − v₀ − v₁.

Their sum S = 2(e₀₀ + e₀₁ + e₁₁) does not depend on v, and

x₀² + x₁² + x₂² = S²/3 + [(x₀ − x₁)² + (x₀ − x₂)² + (x₁ − x₂)²]/3.

The minimum energy is therefore S²/6, reached when all three equal S/3. The Lean proof supplies that displacement explicitly and gives `nlinarith` the three squared differences for the lower bound.

Take e₀₀ = 0.03 and all other strain components zero. With v = 0 the values are 0.03, 0 and 0.03, and the energy is 0.0009. The displacement v = (−0.01, 0.02) makes all three 0.02 and lowers the energy to 0.0006.

The relaxed tensor `honeycombStiffness` has

C₀₀₁₁ = 4/3,  C₀₁₀₁ = 1/3.

Exchanging the two middle indices changes its value, so `honeycomb_not_totallySymmetric` holds. The bond tensor of the same net has both components equal to 1; the asymmetry comes from the relaxation.
